# Krylov contraction to the exact second-order energy, with one function per distinct eigenvalue

Let $A$ be the matrix of $H_0-E_0$ in a finite orthonormal basis of the uncontracted functions of one perturber block, and let $v$ be their coupling to the reference. We assume that $H_0$ does not couple this block to the others, so that its contribution to the second-order energy can be computed separately. The index type `n` labels the basis, and `star t ⬝ᵥ w` is $t^\dagger w$. Apart from three lemmas on polynomials and eigenvectors, the theorems assume that $A$ is positive definite (`A.PosDef`), which includes hermiticity. This assumption means that every zeroth-order level of the block lies above the zeroth-order energy $E_0$ of the reference, so no energy denominator is zero or negative. Small positive denominators, and the large amplitudes they can cause, are not excluded.

In Lean 4 with Mathlib:

```lean
import Mathlib

open scoped Matrix ComplexOrder

namespace KrylovContraction

noncomputable section

variable {n : Type*} [Fintype n] [DecidableEq n]
```

Write $\lambda_i$ for the eigenvalues of $A$ and $k$ for the number of distinct values among them. Degenerate eigenvalues count once, because `levels` is a finite set.

```lean
/-- The finite set of distinct eigenvalues of a Hermitian matrix. -/
def levels {A : Matrix n n ℂ} (hA : A.IsHermitian) : Finset ℝ :=
  Finset.univ.image hA.eigenvalues
```

The contracted space of length $m$ is
$$K_m=\mathrm{span}\{A^jv : 0\le j<m\}.$$
The spanning vectors may be linearly dependent, and $K_0=\{0\}$.

```lean
/-- The space spanned by the `m` contracted functions `v, A v, ..., A^(m-1) v`. -/
def krylov (A : Matrix n n ℂ) (v : n → ℂ) (m : ℕ) : Submodule ℂ (n → ℂ) :=
  Submodule.span ℂ (Set.range fun j : Fin m => (A ^ (j : ℕ)) *ᵥ v)
```

The first-order amplitude is $a=-A^{-1}v$.

```lean
/-- The uncontracted first-order amplitude `-A⁻¹ v`. -/
def amplitude (A : Matrix n n ℂ) (v : n → ℂ) : n → ℂ := -(A⁻¹ *ᵥ v)
```

The second-order energy is $E=v^\dagger a=-v^\dagger A^{-1}v$. It is real for Hermitian $A$, so taking the real part only makes its type `ℝ`.

```lean
/-- The real part of `-v† A⁻¹ v`, which is the uncontracted second-order energy when `A` is positive
definite. -/
def energy (A : Matrix n n ℂ) (v : n → ℂ) : ℝ := (star v ⬝ᵥ amplitude A v).re
```

For a trial amplitude $t$, the Hylleraas functional is $J(t)=t^\dagger At+t^\dagger v+v^\dagger t$. It too is real for Hermitian $A$, and the code again takes the real part.

```lean
/-- The Hylleraas functional of a trial amplitude `t`: the real part of `t† A t + t† v + v† t`. -/
def hylleraas (A : Matrix n n ℂ) (v t : n → ℂ) : ℝ :=
  (star t ⬝ᵥ A *ᵥ t + star t ⬝ᵥ v + star v ⬝ᵥ t).re
```

## The inverse as a polynomial

A vector in $K_m$ has the form $\sum_{j<m}c_jA^jv=q(A)v$ with $q(x)=\sum_{j<m}c_jx^j$. Conversely, expanding any $q$ of degree below $m$ gives such a sum. The two halves of the proof translate between coefficients and polynomials.

```lean
/-- The contracted space of length `m` consists of the vectors `q(A) v` with `q` a polynomial
of degree less than `m`. -/
theorem mem_krylov_iff (A : Matrix n n ℂ) (v w : n → ℂ) (m : ℕ) :
    w ∈ krylov A v m ↔
      ∃ q : Polynomial ℂ, q.degree < m ∧ w = (Polynomial.aeval A q) *ᵥ v := by
  have hs : ∀ {ι : Type} (s : Finset ι) (f : ι → Matrix n n ℂ),
      (∑ i ∈ s, f i) *ᵥ v = ∑ i ∈ s, f i *ᵥ v := fun s f =>
    map_sum (AddMonoidHom.mk' (fun M : Matrix n n ℂ => M *ᵥ v)
      (fun M N => Matrix.add_mulVec M N v)) f s
  constructor
  · intro h
    rw [krylov, Submodule.mem_span_range_iff_exists_fun] at h
    obtain ⟨c, rfl⟩ := h
    refine ⟨∑ i, Polynomial.C (c i) * Polynomial.X ^ (i : ℕ),
      Polynomial.degree_sum_fin_lt c, ?_⟩
    rw [map_sum, hs]
    refine Finset.sum_congr rfl fun i _ => ?_
    rw [map_mul, Polynomial.aeval_C, map_pow, Polynomial.aeval_X, ← Algebra.smul_def,
      Matrix.smul_mulVec]
  · rintro ⟨q, hq, rfl⟩
    rw [Polynomial.aeval_def, Polynomial.eval₂_eq_sum, Polynomial.sum_def, hs]
    refine Submodule.sum_mem _ fun i hi => ?_
    rw [← Algebra.smul_def, Matrix.smul_mulVec]
    have hi' : i < m := by
      have := (Polynomial.le_degree_of_ne_zero (Polynomial.mem_support_iff.1 hi)).trans_lt hq
      exact_mod_cast this
    exact Submodule.smul_mem _ _ (Submodule.subset_span ⟨⟨i, hi'⟩, rfl⟩)
```

If $Ax=\mu x$, induction gives $A^jx=\mu^jx$, and linearity gives $q(A)x=q(\mu)x$.

```lean
/-- On an eigenvector of `A` with eigenvalue `μ`, a polynomial `q(A)` acts as the number
`q(μ)`. -/
theorem aeval_mulVec_eigenvector {A : Matrix n n ℂ} {x : n → ℂ} {μ : ℂ}
    (h : A *ᵥ x = μ • x) (q : Polynomial ℂ) :
    (Polynomial.aeval A q) *ᵥ x = q.eval μ • x := by
  have hpow : ∀ k : ℕ, (A ^ k) *ᵥ x = μ ^ k • x := by
    intro k
    induction k with
    | zero => simp
    | succ k ih =>
      rw [pow_succ, ← Matrix.mulVec_mulVec, h, Matrix.mulVec_smul, ih, smul_smul, pow_succ,
        mul_comm]
  induction q using Polynomial.induction_on'
  · rename_i p q hp hq
    rw [map_add, Matrix.add_mulVec, hp, hq, Polynomial.eval_add, add_smul]
  · rename_i k c
    rw [Polynomial.aeval_monomial, ← Algebra.smul_def, Matrix.smul_mulVec, hpow k,
      Polynomial.eval_monomial, mul_smul]
```

The spectral theorem supplies an orthonormal basis $u_i$ with $Au_i=\lambda_iu_i$. The next lemma puts this equation in the form that the previous one needs, with $\lambda_i$ read as a complex number.

```lean
/-- The members of the orthonormal eigenbasis satisfy the eigenvalue equation. -/
theorem eigenbasis_eq {A : Matrix n n ℂ} (hA : A.IsHermitian) (i : n) :
    A *ᵥ (hA.eigenvectorBasis i).ofLp
      = (hA.eigenvalues i : ℂ) • (hA.eigenvectorBasis i).ofLp := by
  refine (hA.mulVec_eigenvectorBasis i).trans ?_
  ext j
  exact Complex.real_smul
```

Now interpolate $1/x$ on the set $L$ of distinct eigenvalues:
$$q(x)=\sum_{\lambda\in L}\frac1\lambda\prod_{\mu\in L,\ \mu\ne\lambda}\frac{x-\mu}{\lambda-\mu},\qquad \deg q<k.$$
Since $q(\lambda_i)=1/\lambda_i$,
$$q(A)Au_i=\lambda_i\,q(\lambda_i)\,u_i=u_i.$$
Thus $q(A)A$ is the identity on a basis, and $q(A)=A^{-1}$.

The proof turns on Mathlib's `Lagrange.interpolate`. It takes a finite set of labels, a map from labels to nodes and a map from labels to values. Here the labels are the real eigenvalues themselves, and the node map is the inclusion of $\mathbb R$ in $\mathbb C$. Injectivity of that map, `hinj`, is all that is needed for both the degree bound and the values at the nodes. Because the labels form a set of eigenvalues, not a list of eigenvectors, the bound is $k$ and not the dimension.

```lean
/-- The inverse of a positive definite matrix is a polynomial in that matrix, of degree less
than the number of distinct eigenvalues. -/
theorem inverse_eq_polynomial {A : Matrix n n ℂ} (hA : A.PosDef) :
    ∃ q : Polynomial ℂ, q.degree < (levels hA.isHermitian).card ∧
      A⁻¹ = Polynomial.aeval A q := by
  have hinj : Set.InjOn (fun x : ℝ => (x : ℂ)) (levels hA.isHermitian) :=
    fun _ _ _ _ h => Complex.ofReal_injective h
  -- interpolate 1/x on the distinct eigenvalues
  obtain ⟨q, hdeg, hq⟩ : ∃ q : Polynomial ℂ, q.degree < (levels hA.isHermitian).card ∧
      ∀ x ∈ levels hA.isHermitian, q.eval (x : ℂ) = (x : ℂ)⁻¹ :=
    ⟨Lagrange.interpolate (levels hA.isHermitian) (fun x : ℝ => (x : ℂ))
        (fun x : ℝ => (x : ℂ)⁻¹),
      Lagrange.degree_interpolate_lt _ hinj,
      fun x hx => Lagrange.eval_interpolate_at_node _ hinj hx⟩
  refine ⟨q, hdeg, Matrix.inv_eq_left_inv ?_⟩
  -- q(A) A is the identity on the eigenbasis, hence everywhere
  have h : (Polynomial.aeval A q * A).mulVecLin ∘ₗ
      (WithLp.linearEquiv 2 ℂ (n → ℂ)).toLinearMap
        = (WithLp.linearEquiv 2 ℂ (n → ℂ)).toLinearMap := by
    refine hA.isHermitian.eigenvectorBasis.toBasis.ext fun i => ?_
    rw [OrthonormalBasis.coe_toBasis]
    change (Polynomial.aeval A q * A) *ᵥ (hA.isHermitian.eigenvectorBasis i).ofLp
      = (hA.isHermitian.eigenvectorBasis i).ofLp
    have hb := eigenbasis_eq hA.isHermitian i
    have hne : (hA.isHermitian.eigenvalues i : ℂ) ≠ 0 :=
      Complex.ofReal_ne_zero.2 (hA.eigenvalues_pos i).ne'
    rw [← Matrix.mulVec_mulVec, hb, Matrix.mulVec_smul, aeval_mulVec_eigenvector hb,
      hq _ (Finset.mem_image_of_mem _ (Finset.mem_univ i)), smul_smul,
      mul_inv_cancel₀ hne, one_smul]
  apply Matrix.toLin'.injective
  refine LinearMap.ext fun w => ?_
  have hw : (Polynomial.aeval A q * A) *ᵥ w = w := LinearMap.congr_fun h (WithLp.toLp 2 w)
  rw [Matrix.toLin'_apply, Matrix.toLin'_apply, hw, Matrix.one_mulVec]
```

## The variational energy

Multiplying $a=-A^{-1}v$ by $A$ gives the first-order equation $Aa=-v$.

```lean
/-- For positive definite `A`, the amplitude solves the first-order equation `A t = -v`. -/
theorem mulVec_amplitude {A : Matrix n n ℂ} (hA : A.PosDef) (v : n → ℂ) :
    A *ᵥ amplitude A v = -v := by
  rw [amplitude, Matrix.mulVec_neg, Matrix.mulVec_mulVec,
    Matrix.mul_nonsing_inv A ((Matrix.isUnit_iff_isUnit_det A).1 hA.isUnit), Matrix.one_mulVec]
```

Its adjoint is $a^\dagger A=-v^\dagger$. Hence
$$\begin{aligned}(t-a)^\dagger A(t-a)&=t^\dagger At-t^\dagger Aa-a^\dagger At+a^\dagger Aa\\&=t^\dagger At+t^\dagger v+v^\dagger t-v^\dagger a,\end{aligned}$$
so that
$$J(t)=E+(t-a)^\dagger A(t-a).$$
Positive definiteness gives $J(t)\ge E$, with equality only at $t=a$. In the code, `hl` is the adjoint equation and `hsq` the completed square.

```lean
/-- For positive definite `A`, the Hylleraas functional is bounded below by the second-order energy,
and equals it only at the first-order amplitude. -/
theorem hylleraas_bound {A : Matrix n n ℂ} (hA : A.PosDef) (v t : n → ℂ) :
    energy A v ≤ hylleraas A v t ∧ (hylleraas A v t = energy A v ↔ t = amplitude A v) := by
  have hAa := mulVec_amplitude hA v
  have hl : ∀ s, star (amplitude A v) ⬝ᵥ A *ᵥ s = -(star v ⬝ᵥ s) := by
    intro s
    have h := Matrix.star_mulVec A (amplitude A v)
    rw [hA.isHermitian.eq, hAa, star_neg] at h
    rw [Matrix.dotProduct_mulVec, ← h, neg_dotProduct]
  -- complete the square around the exact amplitude
  have hsq : hylleraas A v t = energy A v
      + (star (t - amplitude A v) ⬝ᵥ A *ᵥ (t - amplitude A v)).re := by
    rw [hylleraas, energy, ← Complex.add_re]
    congr 1
    rw [Matrix.mulVec_sub, star_sub, sub_dotProduct, dotProduct_sub, dotProduct_sub, hl t,
      hl (amplitude A v), hAa, dotProduct_neg]
    ring
  by_cases ht : t = amplitude A v
  · have h0 : hylleraas A v t = energy A v := by rw [hsq, ht]; simp
    exact ⟨h0.ge, fun _ => ht, fun _ => h0⟩
  · have hp := (Complex.lt_def.1 (hA.dotProduct_mulVec_pos (sub_ne_zero.2 ht))).1
    rw [Complex.zero_re] at hp
    exact ⟨by linarith, fun h => by linarith, fun h => absurd h ht⟩
```

With $A^{-1}=q(A)$ we have $a=-q(A)v\in K_k$. The minimum of $J$ over $K_k$ is therefore $E$. `IsLeast` says that $E$ is attained on the space and bounds all other values there from below.

For multireference perturbation theory, this means that $k$ Krylov functions recover the uncontracted energy of a single perturber block, within the finite, positive definite model used here. If all eigenvalues differ, $k$ is the full dimension and the bound brings no saving.

```lean
/-- If `A` is positive definite with `k` distinct eigenvalues, the first-order amplitude lies in the
span of `v, A v, ..., A^(k-1) v`, and the least value of the Hylleraas functional on that span is
the uncontracted second-order energy. -/
theorem krylov_contraction_exact {A : Matrix n n ℂ} (hA : A.PosDef) (v : n → ℂ) :
    amplitude A v ∈ krylov A v (levels hA.isHermitian).card ∧
      IsLeast (hylleraas A v '' (krylov A v (levels hA.isHermitian).card : Set (n → ℂ)))
        (energy A v) := by
  obtain ⟨q, hdeg, hq⟩ := inverse_eq_polynomial hA
  have hmem : amplitude A v ∈ krylov A v (levels hA.isHermitian).card :=
    Submodule.neg_mem _ ((mem_krylov_iff A v _ _).2 ⟨q, hdeg, by rw [hq]⟩)
  refine ⟨hmem, ⟨_, hmem, (hylleraas_bound hA v _).2.2 rfl⟩, ?_⟩
  rintro _ ⟨t, _, rfl⟩
  exact (hylleraas_bound hA v t).1
```

## Couplings that need all $k$ functions

Let $v=\sum_i x_i$, where the $x_i$ are nonzero eigenvectors with distinct eigenvalues $\mu_i$. If $a\in K_m$, then $a=q(A)v$ with $\deg q<m$, and
$$0=Aa+v=\sum_i\bigl(1+\mu_iq(\mu_i)\bigr)x_i.$$
The $x_i$ are linearly independent, so $p(x)=1+x\,q(x)$ vanishes at every $\mu_i$. Its degree is at most $m$, and $p(0)=1$ shows that it is not the zero polynomial. The number of terms is therefore at most $m$.

```lean
/-- Let `A` be positive definite. If `v` is a sum of eigenvectors of `A` with distinct eigenvalues,
a contracted space that contains the first-order amplitude has at least as many functions as there
are terms in the sum. -/
theorem card_le_of_amplitude_mem {A : Matrix n n ℂ} (hA : A.PosDef) {ι : Type*} [Fintype ι]
    {μ : ι → ℂ} (hμ : Function.Injective μ) {x : ι → n → ℂ} (hx : ∀ i, x i ≠ 0)
    (hAx : ∀ i, A *ᵥ x i = μ i • x i) {m : ℕ}
    (h : amplitude A (∑ i, x i) ∈ krylov A (∑ i, x i) m) : Fintype.card ι ≤ m := by
  obtain ⟨q, hdeg, hq⟩ := (mem_krylov_iff _ _ _ _).1 h
  -- the polynomial 1 + X q annihilates v
  have hv : (Polynomial.aeval A (Polynomial.X * q + 1)) *ᵥ (∑ i, x i) = 0 := by
    rw [map_add, map_mul, Polynomial.aeval_X, map_one, Matrix.add_mulVec, Matrix.one_mulVec,
      ← Matrix.mulVec_mulVec, ← hq, mulVec_amplitude hA, neg_add_cancel]
  have hsum : ∑ i, (Polynomial.X * q + 1).eval (μ i) • x i = 0 := by
    rw [← hv]
    refine Eq.trans ?_
      (map_sum (Polynomial.aeval A (Polynomial.X * q + 1)).mulVecLin x Finset.univ).symm
    exact Finset.sum_congr rfl fun i _ => (aeval_mulVec_eigenvector (hAx i) _).symm
  have hli : LinearIndependent ℂ x :=
    Module.End.eigenvectors_linearIndependent' (Matrix.toLin' A) μ hμ x fun i =>
      ⟨Module.End.mem_eigenspace_iff.2 (by rw [Matrix.toLin'_apply, hAx i]), hx i⟩
  have hroot := Fintype.linearIndependent_iff.1 hli _ hsum
  have hnat : (Polynomial.X * q + 1).natDegree ≤ m := by
    rw [Polynomial.natDegree_le_iff_coeff_eq_zero]
    intro N hN
    obtain ⟨N', rfl⟩ : ∃ N', N = N' + 1 := ⟨N - 1, by omega⟩
    have hm : m ≤ N' := by omega
    have hc : q.coeff N' = 0 :=
      Polynomial.coeff_eq_zero_of_degree_lt (lt_of_lt_of_le hdeg (by exact_mod_cast hm))
    rw [Polynomial.coeff_add, Polynomial.coeff_X_mul, hc, Polynomial.coeff_one]
    simp
  -- too many roots would force 1 + X q = 0, but its value at zero is one
  by_contra hlt
  have h0 := Polynomial.eq_zero_of_natDegree_lt_card_of_eval_eq_zero _ hμ hroot (by omega)
  have h1 := congrArg (Polynomial.eval 0) h0
  simp at h1
```

Choose one eigenvector for each distinct eigenvalue and let $v$ be their sum. If some $t\in K_m$ has $J(t)=E$, then $t=a$ by the completed square, and the previous result gives $k\le m$. The theorem asserts that such a $v$ exists for each $A$; a particular coupling may need fewer functions, as a single eigenvector does when $k>1$.

```lean
/-- For every positive definite `A` there is a coupling vector `v` for which the exact
second-order energy is reached only with at least as many contracted functions as `A` has
distinct eigenvalues. -/
theorem contraction_length_optimal {A : Matrix n n ℂ} (hA : A.PosDef) :
    ∃ v : n → ℂ, ∀ m : ℕ, energy A v ∈ hylleraas A v '' (krylov A v m : Set (n → ℂ)) →
      (levels hA.isHermitian).card ≤ m := by
  have hex : ∀ s : levels hA.isHermitian, ∃ i, hA.isHermitian.eigenvalues i = s.1 := by
    intro s
    obtain ⟨i, _, hi⟩ := Finset.mem_image.1 s.2
    exact ⟨i, hi⟩
  choose f hf using hex
  -- one eigenvector for each distinct eigenvalue
  refine ⟨∑ s, (hA.isHermitian.eigenvectorBasis (f s)).ofLp, fun m hm => ?_⟩
  obtain ⟨t, ht, hE⟩ := hm
  rw [(hylleraas_bound hA _ t).2.1 hE] at ht
  rw [← Fintype.card_coe]
  refine card_le_of_amplitude_mem hA (μ := fun s => ((s.1 : ℝ) : ℂ))
    (fun a b hab => Subtype.ext (Complex.ofReal_injective hab)) (fun s h0 => ?_)
    (fun s => ?_) ht
  · apply hA.isHermitian.eigenvectorBasis.orthonormal.ne_zero (f s)
    ext j
    exact congrFun h0 j
  · have h := eigenbasis_eq hA.isHermitian (f s)
    rw [hf s] at h
    exact h

end

end KrylovContraction
```

```lean
#print axioms KrylovContraction.krylov_contraction_exact
-- 'KrylovContraction.krylov_contraction_exact' depends on axioms: [propext, Classical.choice, Quot.sound]
#print axioms KrylovContraction.contraction_length_optimal
-- 'KrylovContraction.contraction_length_optimal' depends on axioms: [propext, Classical.choice, Quot.sound]
```
